# The relativistic factor of the LDA exchange potential in terms of the rapidity at the Fermi surface

In the local density approximation (LDA) for an unpolarised electron gas, relativity multiplies the exchange potential by a factor which depends only on b, the Fermi momentum in units of mc. When exchange includes the transverse (Breit) interaction as well as the Coulomb one, this factor is 3 arsinh b / (2b√(1 + b²)) − 1/2, which is the definition in the file. The lemma states that for b = sinh θ, the factor plus one half, times sinh 2θ, equals 3θ. It is stated for every real θ, though only θ > 0 corresponds to a positive Fermi momentum. The proof treats θ = 0 separately; otherwise it replaces the square root by cosh θ, expands sinh 2θ as 2 sinh θ cosh θ, and leaves the cancellation to `field_simp`.

An attempt in Lean 4 with a fault in it:

```lean
import Mathlib

open Filter Topology

namespace PotentialFactorRapidity

noncomputable section

/-- The factor by which relativity multiplies the LDA exchange potential, as a function of
the Fermi momentum `b > 0` in units of `mc`. -/
def potentialFactor (b : ℝ) : ℝ :=
  3 * Real.arsinh b / (2 * b * √(1 + b ^ 2)) - 1 / 2

/-- In terms of the rapidity `θ` at the Fermi surface, where `b = sinh θ`, the potential factor
plus one half, times `sinh 2θ`, equals `3θ`. -/
theorem potentialFactor_rapidity (θ : ℝ) :
    (potentialFactor (Real.sinh θ) + 1 / 2) * Real.sinh (2 * θ) = 3 * θ := by
  by_cases h0 : θ = 0
  · subst h0
    simp
  · have hs : Real.sinh θ ≠ 0 := fun h => h0 (Real.sinh_eq_zero.1 h)
    have hc : Real.cosh θ ≠ 0 := (Real.cosh_pos θ).ne'
    -- the Fermi energy in units of mc² is cosh θ
    have hr : √(1 + Real.sinh θ ^ 2) = Real.cosh θ := by
      rw [show 1 + Real.sinh θ ^ 2 = Real.cosh θ ^ 2 by linarith [Real.cosh_sq θ],
        Real.sqrt_sq (Real.cosh_pos θ).le]
    unfold potentialFactor
    rw [hr, Real.sinh_two_mul, sub_add_cancel]
    field_simp

end

end PotentialFactorRapidity
```

Compiling this gives:

```
Main.lean:21:2: error: unsolved goals
case neg
θ : ℝ
h0 : ¬θ = 0
hs : Real.sinh θ ≠ 0
hc : Real.cosh θ ≠ 0
hr : √(1 + Real.sinh θ ^ 2) = Real.cosh θ
⊢ Real.arsinh (Real.sinh θ) = θ
```

Cause. The error is in the case θ ≠ 0. There `field_simp` has cancelled sinh θ, cosh θ and the numerical factors, and what remains is `Real.arsinh (Real.sinh θ) = θ`. This is true, since arsinh is the inverse of sinh, but it is not a matter of clearing denominators. To `field_simp` the term `Real.arsinh (Real.sinh θ)` is a single quantity with no known relation to `θ`, and no earlier step had simplified it: `hr` rewrites only the square root, and `Real.sinh_two_mul` only the double angle. As `field_simp` is the last tactic, the equation stays unproved.

The repair adds `Real.arsinh_sinh`, which is exactly the missing identity, to the `rw` before `field_simp`. The numerator then reads `3 * θ`, both sides agree once the non-zero factors are cancelled, and `field_simp` closes the goal.

Lean accepts the file once it reads:

```diff
@@ -26,5 +26,5 @@
         Real.sqrt_sq (Real.cosh_pos θ).le]
     unfold potentialFactor
-    rw [hr, Real.sinh_two_mul, sub_add_cancel]
+    rw [hr, Real.arsinh_sinh, Real.sinh_two_mul, sub_add_cancel]
     field_simp
 
```
